# An explicit anti-Hermitian generator rotating one state vector into another, for linearly independent unit vectors with real overlap

The exponential of an explicit generator is used here to carry one quantum state into another. In the main result a state is a vector, not a ray, so the target is reached with its phase. The construction assumes a real overlap $\langle x,y\rangle=\cos a$ with $0<a<\pi$; a complex overlap of modulus less than one is treated afterwards, up to a phase.

States are functions `n → ℂ`, where `n` is a finite index set and not a number: the components of a state in an orthonormal basis. Infinite-dimensional state spaces are not covered. The inner product $\langle x,y\rangle$ is `star x ⬝ᵥ y`, conjugate-linear in the first argument, and `star x ⬝ᵥ x = 1` says that $x$ is normalised.

```lean
import Mathlib

open Matrix

namespace GeodesicStateRotation

noncomputable section

variable {n : Type*} [Fintype n] [DecidableEq n]
```

## The generator and its action

The starting point is the operator

$$D = y x^\dagger - x y^\dagger = |y\rangle\langle x| - |x\rangle\langle y| .$$

The code calls it `dyad`, although textbooks usually keep that word for a single outer product.

```lean
/-- The antisymmetrised transition operator `y x† - x y†` of two state vectors. -/
def dyad (x y : n → ℂ) : Matrix n n ℂ :=
  vecMulVec y (star x) - vecMulVec x (star y)
```

The generator is $K=\frac{a}{\sin a}D$. The prefactor turns the eigenvalues $\pm i\sin a$ of $D$, found below, into $\pm ia$. The angle $a$ is measured in Hilbert space; for a spin-1/2 and the real overlap $\cos a$, the exponential $e^K$ turns the Bloch sphere through the angle $2a$.

```lean
/-- The generator `K = (a / sin a) (y x† - x y†)`, meant for angles with `sin a ≠ 0`. -/
def rotationGenerator (a : ℝ) (x y : n → ℂ) : Matrix n n ℂ :=
  ((a / Real.sin a : ℝ) : ℂ) • dyad x y
```

On any vector $z$, associativity gives

$$Dz = y\,(x^\dagger z) - x\,(y^\dagger z) = \langle x,z\rangle\, y - \langle y,z\rangle\, x .$$

The proof compares components and reorders the products under the sum.

```lean
omit [DecidableEq n] in
/-- The transition operator sends `z` to `⟨x,z⟩ y - ⟨y,z⟩ x`. -/
theorem dyad_mulVec (x y z : n → ℂ) :
    dyad x y *ᵥ z = (star x ⬝ᵥ z) • y - (star y ⬝ᵥ z) • x := by
  rw [dyad, Matrix.sub_mulVec]
  ext i
  simp only [Pi.sub_apply, Pi.smul_apply, smul_eq_mul, Matrix.mulVec, dotProduct,
    Matrix.vecMulVec_apply, Finset.sum_mul]
  congr 1 <;> exact Finset.sum_congr rfl (fun j _ => by ring)
```

## Exponentials on eigenvectors

If $Av=\mu v$, then $A^k v=\mu^k v$ by induction, and so

$$e^A v=\sum_{k\ge 0}\frac{A^k v}{k!}=\sum_{k\ge 0}\frac{\mu^k}{k!}\,v=e^\mu v .$$

In the proof, `hpow` is the induction. The map $M\mapsto Mv$ is continuous and additive, so it may be applied to the matrix series term by term. The result and the scalar series times $v$ have the same terms, hence the same sum.

```lean
/-- If `v` satisfies `A v = μ v`, then `exp(A) v = e^μ v`. -/
theorem exp_mulVec_of_eigenvector {A : Matrix n n ℂ} {v : n → ℂ} {μ : ℂ}
    (h : A *ᵥ v = μ • v) : NormedSpace.exp A *ᵥ v = Complex.exp μ • v := by
  have hpow : ∀ k : ℕ, A ^ k *ᵥ v = μ ^ k • v := by
    intro k
    induction k with
    | zero => simp
    | succ k ih =>
      rw [pow_succ, ← Matrix.mulVec_mulVec, h, Matrix.mulVec_smul, ih, smul_smul, pow_succ']
  -- the exponential series of the matrix, and that of the eigenvalue
  have hA : HasSum (fun k : ℕ => ((k.factorial : ℂ)⁻¹) • A ^ k) (NormedSpace.exp A) := by
    let : NormedRing (Matrix n n ℂ) := Matrix.linftyOpNormedRing
    let : NormedAlgebra ℂ (Matrix n n ℂ) := Matrix.linftyOpNormedAlgebra
    exact NormedSpace.exp_series_hasSum_exp' (𝕂 := ℂ) A
  have hμ : HasSum (fun k : ℕ => ((k.factorial : ℂ)⁻¹) • μ ^ k) (Complex.exp μ) := by
    rw [Complex.exp_eq_exp_ℂ]
    exact NormedSpace.exp_series_hasSum_exp' (𝕂 := ℂ) μ
  let f : Matrix n n ℂ →+ (n → ℂ) :=
    { toFun := fun M => M *ᵥ v
      map_zero' := Matrix.zero_mulVec v
      map_add' := fun M N => Matrix.add_mulVec M N v }
  have hf : Continuous f := Continuous.matrix_mulVec continuous_id continuous_const
  -- applied to `v`, the two series agree term by term
  have h2 : HasSum (fun k : ℕ => (((k.factorial : ℂ)⁻¹) • A ^ k) *ᵥ v)
      (NormedSpace.exp A *ᵥ v) := hA.map f hf
  simp only [Matrix.smul_mulVec, hpow] at h2
  have h4 : HasSum (fun k : ℕ => ((k.factorial : ℂ)⁻¹) • μ ^ k • v) (Complex.exp μ • v) := by
    simpa only [smul_assoc] using hμ.smul_const v
  exact h2.unique h4
```

## Anti-Hermiticity

Since $(yx^\dagger)^\dagger = xy^\dagger$, taking the adjoint exchanges the two terms of $D$, so $D^\dagger=-D$. The prefactor is real, hence $K^\dagger=-K$. This needs neither normalisation nor a condition on the overlap. The symbol `ᴴ` is the dagger.

```lean
omit [Fintype n] [DecidableEq n] in
/-- The generator is anti-Hermitian: `K† = -K`. -/
theorem rotationGenerator_antiHermitian (a : ℝ) (x y : n → ℂ) :
    (rotationGenerator a x y)ᴴ = -rotationGenerator a x y := by
  have hr : star ((a / Real.sin a : ℝ) : ℂ) = ((a / Real.sin a : ℝ) : ℂ) :=
    Complex.conj_ofReal _
  ext i j
  simp only [rotationGenerator, dyad, Matrix.conjTranspose_apply, Matrix.neg_apply,
    Matrix.smul_apply, Matrix.sub_apply, Matrix.vecMulVec_apply, smul_eq_mul, Pi.star_apply,
    star_mul', star_sub, star_star, hr]
  ring
```

## The two eigenvectors in the plane of x and y

Let $\sigma$ be $i$ or $-i$, and set

$$v_\sigma = y-(\cos a-\sigma\sin a)\,x .$$

Because the overlap is real, $\langle y,x\rangle=\cos a$ as well, so $Dx=y-\cos a\,x$ and $Dy=\cos a\,y-x$. Therefore

$$\begin{aligned}
Dv_\sigma &= \cos a\,y-x-(\cos a-\sigma\sin a)(y-\cos a\,x)\\
&=\sigma\sin a\,y-(\sin^2 a+\sigma\sin a\cos a)\,x .
\end{aligned}$$

With $\sigma^2=-1$, the right-hand side is $\sigma\sin a\,v_\sigma$. Multiplying by $a/\sin a$ gives $Kv_\sigma=\sigma a\,v_\sigma$. These vectors have norm $\sqrt2\,\sin a$; the normalised eigenvectors are $v_\sigma/(\sqrt2\,\sin a)$.

The closing `linear_combination` uses the same three facts: $\sin^2a+\cos^2a=1$, $\sigma^2=-1$ and $(a/\sin a)\sin a=a$.

```lean
omit [DecidableEq n] in
/-- For unit vectors with `⟨x,y⟩ = cos a`, `0 < a < π`, and `σ = ±i`, the generator multiplies
the combination `y - (cos a - σ sin a) x` by `σ a`. -/
theorem rotationGenerator_eigenvector {x y : n → ℂ} {a : ℝ} (hx : star x ⬝ᵥ x = 1)
    (hy : star y ⬝ᵥ y = 1) (hxy : star x ⬝ᵥ y = (Real.cos a : ℂ)) (h0 : 0 < a)
    (hπ : a < Real.pi) {σ : ℂ} (hσ : σ ^ 2 = -1) :
    rotationGenerator a x y *ᵥ (y - ((Real.cos a : ℂ) - σ * (Real.sin a : ℂ)) • x) =
      (σ * (a : ℂ)) • (y - ((Real.cos a : ℂ) - σ * (Real.sin a : ℂ)) • x) := by
  have hs : Real.sin a ≠ 0 := (Real.sin_pos_of_pos_of_lt_pi h0 hπ).ne'
  have hyx : star y ⬝ᵥ x = (Real.cos a : ℂ) := by
    rw [Matrix.star_dotProduct, hxy]
    exact Complex.conj_ofReal _
  have hrs : ((a / Real.sin a : ℝ) : ℂ) * (Real.sin a : ℂ) = (a : ℂ) := by
    rw [← Complex.ofReal_mul, div_mul_cancel₀ _ hs]
  have hsc : (Real.sin a : ℂ) ^ 2 + (Real.cos a : ℂ) ^ 2 = 1 := by
    exact_mod_cast Real.sin_sq_add_cos_sq a
  rw [rotationGenerator, Matrix.smul_mulVec, dyad_mulVec]
  simp only [dotProduct_sub, dotProduct_smul, hx, hy, hxy, hyx, smul_eq_mul]
  ext i
  simp only [Pi.sub_apply, Pi.smul_apply, smul_eq_mul]
  linear_combination ((a / Real.sin a : ℝ) : ℂ) * x i * hsc
    - ((a / Real.sin a : ℝ) : ℂ) * (Real.sin a : ℂ) ^ 2 * x i * hσ
    + σ * (y i - ((Real.cos a : ℂ) - σ * (Real.sin a : ℂ)) * x i) * hrs
```

## The whole path

For real $t$, the vectors $v_{\pm i}$ are eigenvectors of $tK$ with eigenvalues $\pm ita$, so $e^{tK}v_{\pm i}=e^{\pm ita}v_{\pm i}$. Since $v_{i}-v_{-i}=2i\sin a\,x$, subtraction isolates the image of $x$:

$$\begin{aligned}
e^{tK}x&=\frac{e^{ita}v_i-e^{-ita}v_{-i}}{2i\sin a}\\
&=\frac{\sin(ta)\,(y-\cos a\,x)+\cos(ta)\sin a\,x}{\sin a}\\
&=\frac{\sin((1-t)a)\,x+\sin(ta)\,y}{\sin a}.
\end{aligned}$$

The last line is the subtraction formula for the sine.

In the proof, `key` is the eigenvector relation for either sign, `hep` and `hem` are Euler's formula, and `hX` is the subtraction, carried out on component $i$ with `X` standing for $(e^{tK}x)_i$. Division by $\sin a$ is legitimate because $0<a<\pi$.

```lean
/-- For unit vectors with `⟨x,y⟩ = cos a` and `0 < a < π`, the rotated state is
`exp(tK) x = (sin((1-t)a) x + sin(ta) y) / sin a` at every real `t`. -/
theorem exp_smul_generator_mulVec {x y : n → ℂ} {a : ℝ} (hx : star x ⬝ᵥ x = 1)
    (hy : star y ⬝ᵥ y = 1) (hxy : star x ⬝ᵥ y = (Real.cos a : ℂ)) (h0 : 0 < a)
    (hπ : a < Real.pi) (t : ℝ) :
    NormedSpace.exp ((t : ℂ) • rotationGenerator a x y) *ᵥ x =
      ((Real.sin ((1 - t) * a) / Real.sin a : ℝ) : ℂ) • x +
        ((Real.sin (t * a) / Real.sin a : ℝ) : ℂ) • y := by
  have hs : Real.sin a ≠ 0 := (Real.sin_pos_of_pos_of_lt_pi h0 hπ).ne'
  have hs' : (Real.sin a : ℂ) ≠ 0 := Complex.ofReal_ne_zero.mpr hs
  have key : ∀ σ : ℂ, σ ^ 2 = -1 →
      NormedSpace.exp ((t : ℂ) • rotationGenerator a x y) *ᵥ
        (y - ((Real.cos a : ℂ) - σ * (Real.sin a : ℂ)) • x) =
      Complex.exp ((t : ℂ) * (σ * (a : ℂ))) •
        (y - ((Real.cos a : ℂ) - σ * (Real.sin a : ℂ)) • x) := fun σ hσ =>
    exp_mulVec_of_eigenvector (by
      rw [Matrix.smul_mulVec, rotationGenerator_eigenvector hx hy hxy h0 hπ hσ, smul_smul])
  have hep : Complex.exp ((t : ℂ) * (Complex.I * (a : ℂ))) =
      (Real.cos (t * a) : ℂ) + (Real.sin (t * a) : ℂ) * Complex.I := by
    rw [show (t : ℂ) * (Complex.I * (a : ℂ)) = ((t * a : ℝ) : ℂ) * Complex.I by
      push_cast; ring, Complex.exp_mul_I, ← Complex.ofReal_cos, ← Complex.ofReal_sin]
  have hem : Complex.exp ((t : ℂ) * (-Complex.I * (a : ℂ))) =
      (Real.cos (t * a) : ℂ) - (Real.sin (t * a) : ℂ) * Complex.I := by
    rw [show (t : ℂ) * (-Complex.I * (a : ℂ)) = ((-(t * a) : ℝ) : ℂ) * Complex.I by
      push_cast; ring, Complex.exp_mul_I, ← Complex.ofReal_cos, ← Complex.ofReal_sin,
      Real.cos_neg, Real.sin_neg, Complex.ofReal_neg]
    ring
  have hp := key Complex.I Complex.I_sq
  have hm := key (-Complex.I) (by rw [neg_sq, Complex.I_sq])
  rw [hep, Matrix.mulVec_sub, Matrix.mulVec_smul] at hp
  rw [hem, Matrix.mulVec_sub, Matrix.mulVec_smul] at hm
  ext i
  replace hp := congrFun hp i
  replace hm := congrFun hm i
  simp only [Pi.sub_apply, Pi.add_apply, Pi.smul_apply, smul_eq_mul] at hp hm ⊢
  generalize (NormedSpace.exp ((t : ℂ) • rotationGenerator a x y) *ᵥ x) i = X at hp hm ⊢
  -- the difference of the two eigenvector relations isolates the image of `x`
  have hX : (Real.sin a : ℂ) * X = (Real.sin (t * a) : ℂ) * y i +
      ((Real.cos (t * a) : ℂ) * (Real.sin a : ℂ)
        - (Real.sin (t * a) : ℂ) * (Real.cos a : ℂ)) * x i := by
    linear_combination (-Complex.I / 2) * (hp - hm) +
      ((Real.sin a : ℂ) * X - ((Real.sin (t * a) : ℂ) * y i +
      ((Real.cos (t * a) : ℂ) * (Real.sin a : ℂ)
        - (Real.sin (t * a) : ℂ) * (Real.cos a : ℂ)) * x i)) * Complex.I_sq
  have hq : ∀ p : ℝ, (Real.sin a : ℂ) * ((p / Real.sin a : ℝ) : ℂ) = (p : ℂ) := by
    intro p
    rw [mul_comm, ← Complex.ofReal_mul, div_mul_cancel₀ _ hs]
  have hsin : (Real.sin ((1 - t) * a) : ℂ) = (Real.sin a : ℂ) * (Real.cos (t * a) : ℂ)
      - (Real.cos a : ℂ) * (Real.sin (t * a) : ℂ) := by
    rw [show (1 - t) * a = a - t * a by ring, Real.sin_sub, Complex.ofReal_sub,
      Complex.ofReal_mul, Complex.ofReal_mul]
  apply mul_left_cancel₀ hs'
  linear_combination hX - x i * hq (Real.sin ((1 - t) * a)) - y i * hq (Real.sin (t * a))
    - x i * hsin
```

At $t=1$ the coefficient of $x$ is $\sin 0/\sin a=0$ and that of $y$ is $1$. Hence $e^Kx=y$, which the next theorem states together with $K^\dagger=-K$. Its hypotheses require at least two dimensions, since unit vectors in one dimension have overlap of modulus one.

```lean
/-- For unit vectors with `⟨x,y⟩ = cos a` and `0 < a < π`, the generator `K` is anti-Hermitian
and `exp(K) x = y`. -/
theorem exp_generator_connects {x y : n → ℂ} {a : ℝ} (hx : star x ⬝ᵥ x = 1)
    (hy : star y ⬝ᵥ y = 1) (hxy : star x ⬝ᵥ y = (Real.cos a : ℂ)) (h0 : 0 < a)
    (hπ : a < Real.pi) :
    (rotationGenerator a x y)ᴴ = -rotationGenerator a x y ∧
      NormedSpace.exp (rotationGenerator a x y) *ᵥ x = y := by
  refine ⟨rotationGenerator_antiHermitian a x y, ?_⟩
  have hs : Real.sin a ≠ 0 := (Real.sin_pos_of_pos_of_lt_pi h0 hπ).ne'
  have h := exp_smul_generator_mulVec hx hy hxy h0 hπ 1
  rw [sub_self, zero_mul, Real.sin_zero, zero_div, one_mul, div_self hs] at h
  simpa only [Complex.ofReal_one, Complex.ofReal_zero, one_smul, zero_smul, zero_add] using h
```

The overlap with the initial state follows from the path formula:

$$\langle x,e^{tK}x\rangle=\frac{\sin((1-t)a)+\sin(ta)\cos a}{\sin a}=\cos(ta).$$

The angle from $x$ thus grows uniformly for $0\le t\le1$. As commentary on the code, not a theorem in it: $e^K$ is unitary, and the path is the shortest arc from $x$ to $y$ on the unit sphere, though between the corresponding rays it is shortest only when $a\le\pi/2$.

```lean
/-- For unit vectors with `⟨x,y⟩ = cos a` and `0 < a < π`, the overlap of the rotated state
with the initial one is `⟨x, exp(tK) x⟩ = cos(ta)`. -/
theorem overlap_along_path {x y : n → ℂ} {a : ℝ} (hx : star x ⬝ᵥ x = 1)
    (hy : star y ⬝ᵥ y = 1) (hxy : star x ⬝ᵥ y = (Real.cos a : ℂ)) (h0 : 0 < a)
    (hπ : a < Real.pi) (t : ℝ) :
    star x ⬝ᵥ (NormedSpace.exp ((t : ℂ) • rotationGenerator a x y) *ᵥ x) =
      (Real.cos (t * a) : ℂ) := by
  have hs : Real.sin a ≠ 0 := (Real.sin_pos_of_pos_of_lt_pi h0 hπ).ne'
  have hr : Real.sin ((1 - t) * a) / Real.sin a + Real.sin (t * a) / Real.sin a * Real.cos a
      = Real.cos (t * a) := by
    rw [show (1 - t) * a = a - t * a by ring, Real.sin_sub, div_mul_eq_mul_div, ← add_div,
      div_eq_iff hs]
    ring
  rw [exp_smul_generator_mulVec hx hy hxy h0 hπ, dotProduct_add, dotProduct_smul,
    dotProduct_smul, hx, hxy, smul_eq_mul, smul_eq_mul, mul_one, ← Complex.ofReal_mul,
    ← Complex.ofReal_add, hr]
```

## Vectors orthogonal to both states

If $\langle x,z\rangle=\langle y,z\rangle=0$, then $Dz=0$, so $Kz=0$ and $e^Kz=z$. This is the eigenvector lemma with $\mu=0$. The theorem allows every real $a$; where $\sin a=0$, Lean sets $a/\sin a$ to zero, and the statement is trivial.

```lean
/-- A vector orthogonal to both `x` and `y` is left unchanged by `exp(K)`. -/
theorem exp_generator_fixes_orthogonal {x y z : n → ℂ} (a : ℝ) (hxz : star x ⬝ᵥ z = 0)
    (hyz : star y ⬝ᵥ z = 0) : NormedSpace.exp (rotationGenerator a x y) *ᵥ z = z := by
  have h : rotationGenerator a x y *ᵥ z = (0 : ℂ) • z := by
    rw [rotationGenerator, Matrix.smul_mulVec, dyad_mulVec, hxz, hyz]
    simp only [zero_smul, sub_self, smul_zero]
  rw [exp_mulVec_of_eigenvector h, Complex.exp_zero, one_smul]
```

## Complex overlaps and rays

Now let $w=\langle x,y\rangle$ be complex with $|w|<1$. Take $c=|w|/w$, or $c=1$ if $w=0$. Then $|c|=1$, the vector $cy$ is normalised, and $\langle x,cy\rangle=cw=|w|$ is real. With $a=\arccos|w|$, which lies in $(0,\pi/2]$, the main result applies to $x$ and $cy$ and gives $e^Kx=cy$, the same ray as $y$.

```lean
/-- For unit vectors with `|⟨x,y⟩| < 1` there is a phase `c` such that the generator built from
`x`, `c y` and the angle `arccos |⟨x,y⟩|` rotates `x` into `c y`. -/
theorem exp_generator_connects_rays {x y : n → ℂ} (hx : star x ⬝ᵥ x = 1)
    (hy : star y ⬝ᵥ y = 1) (h : ‖star x ⬝ᵥ y‖ < 1) :
    ∃ c : ℂ, ‖c‖ = 1 ∧
      NormedSpace.exp (rotationGenerator (Real.arccos ‖star x ⬝ᵥ y‖) x (c • y)) *ᵥ x
        = c • y := by
  -- choose the phase that makes the overlap real and nonnegative
  obtain ⟨c, hc, hcw⟩ : ∃ c : ℂ, ‖c‖ = 1 ∧ c * (star x ⬝ᵥ y) = (‖star x ⬝ᵥ y‖ : ℂ) := by
    by_cases hw : star x ⬝ᵥ y = 0
    · exact ⟨1, norm_one, by rw [hw, norm_zero, mul_zero, Complex.ofReal_zero]⟩
    · refine ⟨(‖star x ⬝ᵥ y‖ : ℂ) / (star x ⬝ᵥ y), ?_, div_mul_cancel₀ _ hw⟩
      rw [norm_div, Complex.norm_real, norm_norm, div_self (norm_ne_zero_iff.mpr hw)]
  have hcc : c * star c = 1 := by
    have h1 := Complex.mul_conj c
    rw [Complex.normSq_eq_norm_sq, hc] at h1
    exact h1.trans (by norm_num)
  have hcy : star (c • y) ⬝ᵥ (c • y) = 1 := by
    rw [star_smul, smul_dotProduct, dotProduct_smul, hy, smul_eq_mul, smul_eq_mul, mul_one,
      mul_comm, hcc]
  have hov : star x ⬝ᵥ (c • y) = (Real.cos (Real.arccos ‖star x ⬝ᵥ y‖) : ℂ) := by
    rw [dotProduct_smul, smul_eq_mul, hcw,
      Real.cos_arccos (by linarith [norm_nonneg (star x ⬝ᵥ y)]) h.le]
  have hlt : Real.arccos ‖star x ⬝ᵥ y‖ < Real.pi := by
    have h2 := Real.arccos_le_pi_div_two.mpr (norm_nonneg (star x ⬝ᵥ y))
    linarith [Real.pi_pos]
  exact ⟨c, hc, (exp_generator_connects hx hcy hov (Real.arccos_pos.mpr h) hlt).2⟩
```

In an electronic-structure calculation, $x$ and $y$ can be the coefficient vectors of an old and an updated orbital in a finite orthonormal basis, for a single orbital without regard to its orthogonality to the others. Suppose that $\langle x,y\rangle=i/2$. Then $c=-i$ and $a=\pi/3$, and the orbital halfway along the rotation is

$$e^{K/2}x=\frac{\sin(\pi/6)}{\sin(\pi/3)}\,(x-iy)=\frac{x-iy}{\sqrt3}.$$

It is normalised, and obtaining it takes one inner product and one linear combination, with no matrix exponential.

## Opposite vectors

At $a=\pi$ the target is $y=-x$, and

$$D=-xx^\dagger+xx^\dagger=0 .$$

Every multiple of $D$ then exponentiates to the identity, which leaves $x$ where it is, and $x=-x$ is impossible for a unit vector. So $a<\pi$ cannot be relaxed to $a\le\pi$ for generators of this form. Other anti-Hermitian generators do reach $-x$: $i\pi$ times the identity is one.

```lean
/-- For a unit vector `x` and the opposite vector `y = -x`, no multiple of `y x† - x y†`
generates a rotation from `x` to `y`. -/
theorem antipodal_not_connected {x : n → ℂ} (hx : star x ⬝ᵥ x = 1) (c : ℂ) :
    NormedSpace.exp (c • dyad x (-x)) *ᵥ x ≠ -x := by
  have hd : dyad x (-x) = 0 := by
    ext i j
    simp [dyad, Matrix.vecMulVec_apply]
  intro h
  rw [hd, smul_zero, NormedSpace.exp_zero, Matrix.one_mulVec] at h
  have hx0 : x = 0 := by
    ext i
    have hi := congrFun h i
    simp only [Pi.neg_apply] at hi
    simp only [Pi.zero_apply]
    linear_combination hi / 2
  simp [hx0] at hx

end

end GeodesicStateRotation
```

```lean
#print axioms GeodesicStateRotation.overlap_along_path
-- 'GeodesicStateRotation.overlap_along_path' depends on axioms: [propext, Classical.choice, Quot.sound]
#print axioms GeodesicStateRotation.exp_generator_fixes_orthogonal
-- 'GeodesicStateRotation.exp_generator_fixes_orthogonal' depends on axioms: [propext, Classical.choice, Quot.sound]
#print axioms GeodesicStateRotation.exp_generator_connects_rays
-- 'GeodesicStateRotation.exp_generator_connects_rays' depends on axioms: [propext, Classical.choice, Quot.sound]
#print axioms GeodesicStateRotation.antipodal_not_connected
-- 'GeodesicStateRotation.antipodal_not_connected' depends on axioms: [propext, Classical.choice, Quot.sound]
```
